# Moving non-interacting fermions from levels at or above a Fermi level to levels at or below it does not raise their total energy

Two finite sets of levels, `S` and `T`, hold equally many non-interacting fermions, one to each level, and the energy of each filling is the sum of its level energies `g k`. The declaration states that if every level in `T` lies at or below a real number `μ`, and every level in `S` but not in `T` lies at or above it, then the total energy of `T` is at most that of `S`. The proof measures energies from `μ`, so that the levels only in `T` contribute at most zero and those only in `S` at least zero. It then splits each sum into the shared levels and the rest; the shared part cancels, and so do the multiples of `μ`, because the two sets have the same size.

Lean 4 with Mathlib refuses this proof:

```lean
import Mathlib

open Finset Real

namespace Exchange

noncomputable section

/-- If a Fermi level `μ` separates the filled set `T` from the other levels of `S`, and both
hold equally many fermions, then `T` has no more energy than `S`. -/
theorem exchange {S T : Finset ℕ} {g : ℕ → ℝ} (μ : ℝ) (hc : S.card = T.card)
    (hT : ∀ k ∈ T, g k ≤ μ) (hS : ∀ k ∈ S, k ∉ T → μ ≤ g k) :
    ∑ k ∈ T, g k ≤ ∑ k ∈ S, g k := by
  have h1 : ∑ k ∈ T \ S, (g k - μ) ≤ 0 := Finset.sum_nonpos fun k hk =>
    sub_nonpos.2 (hT k (Finset.mem_sdiff.1 hk).1)
  have h2 : 0 ≤ ∑ k ∈ S \ T, (g k - μ) := Finset.sum_nonneg fun k hk =>
    sub_nonneg.2 (hS k (Finset.mem_sdiff.1 hk).1 (Finset.mem_sdiff.1 hk).2)
  have e1 := Finset.sum_inter_add_sum_diff T S (fun k => g k - μ)
  have e2 := Finset.sum_inter_add_sum_diff S T (fun k => g k - μ)
  rw [Finset.inter_comm S T] at e2
  have s1 : ∑ k ∈ T, (g k - μ) = ∑ k ∈ T, g k - T.card * μ := by
    simp [Finset.sum_sub_distrib]
  have s2 : ∑ k ∈ S, (g k - μ) = ∑ k ∈ S, g k - T.card * μ := by
    simp [Finset.sum_sub_distrib, hc]
  linarith

end

end Exchange
```

Compiling this gives:

```
Main.lean:18:13: error(lean.unknownIdentifier): Unknown constant `Finset.sum_inter_add_sum_diff`
Main.lean:13:35: error: unsolved goals
S T : Finset ℕ
g : ℕ → ℝ
μ : ℝ
hc : #S = #T
hT : ∀ k ∈ T, g k ≤ μ
hS : ∀ k ∈ S, k ∉ T → μ ≤ g k
h1 : ∑ k ∈ T \ S, (g k - μ) ≤ 0
h2 : 0 ≤ ∑ k ∈ S \ T, (g k - μ)
⊢ ∑ k ∈ T, g k ≤ ∑ k ∈ S, g k
```

Diagnosis. The first message says that Lean knows no constant called `Finset.sum_inter_add_sum_diff`. The proof wants the lemma that splits a sum over one finite set into its sum over the intersection with another and its sum over the set difference, but the name is wrong: it ends in `diff` where Mathlib's has `sdiff`.

The second message is a consequence of the first. The goal it shows is the whole theorem, with `h1` and `h2` in the context but no `e1`, so the proof stopped at the line that was to define `e1`, and the goal was left open. The line for `e2` uses the same wrong name, but was not reached and so drew no message of its own.

The diff writes `Finset.sum_inter_add_sum_sdiff` in both lines and leaves the arguments as they were. Both splittings are then available, and the rest of the proof goes through unchanged.

As a diff, the version that Lean accepts:

```diff
@@ -16,6 +16,6 @@
   have h2 : 0 ≤ ∑ k ∈ S \ T, (g k - μ) := Finset.sum_nonneg fun k hk =>
     sub_nonneg.2 (hS k (Finset.mem_sdiff.1 hk).1 (Finset.mem_sdiff.1 hk).2)
-  have e1 := Finset.sum_inter_add_sum_diff T S (fun k => g k - μ)
-  have e2 := Finset.sum_inter_add_sum_diff S T (fun k => g k - μ)
+  have e1 := Finset.sum_inter_add_sum_sdiff T S (fun k => g k - μ)
+  have e2 := Finset.sum_inter_add_sum_sdiff S T (fun k => g k - μ)
   rw [Finset.inter_comm S T] at e2
   have s1 : ∑ k ∈ T, (g k - μ) = ∑ k ∈ T, g k - T.card * μ := by
```
